# Schlitter's formula bounds the entropy of a quantum harmonic oscillator from above

## One oscillator, two entropies

Let an oscillator of angular frequency $\omega$ be at temperature $T$, and set $x=\hbar\omega/kT>0$. Entropies are in units of Boltzmann's constant $k$, and $e$ is Euler's number, written `Real.exp 1` in Lean. Level $m=0,1,2,\dots$ has the normalised population $p_m=(1-q)q^m$ with $q=e^{-x}$. The quantum entropy and Schlitter's expression are
$$S(x)=\frac{x}{e^x-1}-\ln(1-e^{-x}),\qquad S_{\rm Sch}(x)=\tfrac12\ln\!\Big(1+\frac{e^2}{x^2}\Big),$$
and the gap is $G=S_{\rm Sch}-S$. The constant $e^2$ matches the classical entropy $1-\ln x=\tfrac12\ln(e^2/x^2)$ at small $x$.

For finitely many modes with frequencies $\omega_i>0$, the columns of an orthogonal matrix $U$ are the normal modes in mass-weighted coordinates. Equipartition gives each mode the variance $kT/\omega_i^2$, so the classical covariance matrix is $C=U\,\mathrm{diag}(kT/\omega_i^2)\,U^{\mathsf T}$.

## The bounds and their Lean form

- `schlitter_bound`: $S(x)\le S_{\rm Sch}(x)$ for every $x>0$.
- `schlitterGap_tendsto_classical`: $G(x)\to0$ as $x\to0^+$. The filter `𝓝[>] 0` expresses the approach from above.
- `schlitter_determinant_bound`: with $x_i=\hbar\omega_i/kT$,
$$\sum_i S(x_i)\le\tfrac12\ln\det\!\Big(1+\frac{kT\,e^2}{\hbar^2}\,C\Big).$$

The definitions `oscillatorEntropy`, `schlitterEntropy`, `schlitterGap` and `thermalCovariance` are $S$, $S_{\rm Sch}$, $G$ and $C$. In the last theorem `n` is the finite index type of the modes, `hbar` and `kT` are arbitrary positive reals, and `hU` is the orthogonality condition $UU^{\mathsf T}=1$. The closed form of $S$ is tied to the populations by `hasSum_gibbs_entropy`, which says that $-\sum_m p_m\ln p_m$ converges to $S(x)$.

In simulation practice, half the logarithm of this determinant estimates the entropy, in units of $k$, from coordinate fluctuations; for harmonic modes with the exact classical covariance, it never falls below the quantum entropy. Anharmonic motion, sampling error and zero-frequency modes are not treated. The populations and the equipartition variances are put in by definition, not derived from a Hamiltonian.

## A non-orthogonal matrix breaks the determinant bound

Take one mode and drop $UU^{\mathsf T}=1$, choosing the $1\times1$ matrix $U=0$. Then $C=0$, the determinant is $1$, and the right-hand side is $0$. The left-hand side is $S(x)>0$, since both of its contributions are positive.

## From the populations to the slope of the gap

Since $\ln p_m=\ln(1-q)-mx$, the geometric sums $\sum_m q^m=1/(1-q)$ and $\sum_m mq^m=q/(1-q)^2$ give
$$-\sum_m p_m\ln p_m=\frac{xq}{1-q}-\ln(1-q)=S(x),$$
because $q/(1-q)=1/(e^x-1)$. Differentiating,
$$S'(x)=\frac{1}{e^x-1}-\frac{xe^x}{(e^x-1)^2}-\frac{1}{e^x-1}=-\frac{x}{2\cosh x-2},$$
where $(e^x-1)^2/e^x=2\cosh x-2$. From $S_{\rm Sch}=\tfrac12\ln(x^2+e^2)-\ln x$,
$$S_{\rm Sch}'(x)=\frac{x}{x^2+e^2}-\frac1x=-\frac{e^2}{x(x^2+e^2)}.$$
Hence
$$G'(x)=\frac{x}{2\cosh x-2}-\frac{e^2}{x(x^2+e^2)}.$$
Both denominators are positive. Cross-multiplying shows that $G'(x)\ge0$ exactly when $x^2(x^2+e^2)\ge e^2(2\cosh x-2)$, that is, when $e^2R(x)\le1$, with
$$R(x)=\frac{2\cosh x-2-x^2}{x^4}=2\sum_{j\ge0}\frac{x^{2j}}{(2j+4)!}.$$
Every term of this series is nondecreasing for $x>0$, and so is $R$.

## Both limits vanish, so the gap is nonnegative

Using $\ln(1-e^{-x})=\ln(e^x-1)-x$,
$$G(x)=\tfrac12\ln(x^2+e^2)-\frac{x}{e^x-1}+\ln\frac{e^x-1}{x}-x.$$
As $x\to0^+$, $(e^x-1)/x\to1$, so $G\to1-1+0-0=0$. As $x\to\infty$, $S_{\rm Sch}$, $x/(e^x-1)$ and $\ln(1-e^{-x})$ all tend to zero, so again $G\to0$.

Now fix $x$. If $e^2R(x)\le1$, the same holds at every smaller positive argument, so $G$ is nondecreasing on $(0,x]$ and $G(x)\ge\lim_{y\to0^+}G(y)=0$. If $e^2R(x)\ge1$, the same holds at every larger argument, so $G$ is nonincreasing on $[x,\infty)$ and $G(x)\ge\lim_{y\to\infty}G(y)=0$.

For many modes, $(kT\,e^2/\hbar^2)(kT/\omega_i^2)=e^2/x_i^2$, and $UU^{\mathsf T}=1$ gives
$$1+\frac{kT\,e^2}{\hbar^2}C=U\,\mathrm{diag}\!\Big(1+\frac{e^2}{x_i^2}\Big)U^{\mathsf T}.$$
As $(\det U)^2=1$, the determinant is $\prod_i(1+e^2/x_i^2)$. Half its logarithm is $\sum_iS_{\rm Sch}(x_i)$, which is at least $\sum_iS(x_i)$ by the one-mode bound.

## The complete Lean file

```lean
import Mathlib

open Filter Topology
open scoped Matrix

namespace SchlitterBound

noncomputable section

/-- Population of level `n` of a harmonic oscillator at reduced frequency `x = ħω/kT > 0`. -/
def thermalPopulation (x : ℝ) (n : ℕ) : ℝ := (1 - Real.exp (-x)) * Real.exp (-x) ^ n

/-- Entropy of the quantum oscillator, in units of `k`, at reduced frequency `x > 0`. -/
def oscillatorEntropy (x : ℝ) : ℝ := x / (Real.exp x - 1) - Real.log (1 - Real.exp (-x))

/-- Schlitter's entropy formula for one mode, in units of `k`, at reduced frequency `x > 0`. -/
def schlitterEntropy (x : ℝ) : ℝ := 1 / 2 * Real.log (1 + Real.exp 1 ^ 2 / x ^ 2)

/-- Schlitter's entropy minus the quantum oscillator entropy, for `x > 0`. -/
def schlitterGap (x : ℝ) : ℝ := schlitterEntropy x - oscillatorEntropy x

/-- Classical covariance matrix of mass-weighted coordinates with normal modes `U` and
nonzero frequencies `ω`: each mode has variance `kT/ω²`. -/
def thermalCovariance {n : Type*} [Fintype n] [DecidableEq n]
    (kT : ℝ) (ω : n → ℝ) (U : Matrix n n ℝ) : Matrix n n ℝ :=
  U * Matrix.diagonal (fun i => kT / ω i ^ 2) * Uᵀ

/-- Two forms of the Bose-Einstein mean occupation number. -/
theorem bose_occupation {x : ℝ} (hx : 0 < x) :
    Real.exp (-x) / (1 - Real.exp (-x)) = 1 / (Real.exp x - 1) := by
  have h1 : Real.exp x - 1 ≠ 0 := (sub_pos.mpr (Real.one_lt_exp_iff.mpr hx)).ne'
  have h2 : 1 - Real.exp (-x) ≠ 0 :=
    (sub_pos.mpr (Real.exp_lt_one_iff.mpr (neg_lt_zero.mpr hx))).ne'
  have h3 : Real.exp (-x) * Real.exp x = 1 := by rw [← Real.exp_add]; simp
  rw [div_eq_div_iff h2 h1]
  linear_combination h3

/-- The oscillator entropy is the Gibbs entropy `-∑ pₙ ln pₙ` of the thermal populations. -/
theorem hasSum_gibbs_entropy {x : ℝ} (hx : 0 < x) :
    HasSum (fun n : ℕ => -(thermalPopulation x n * Real.log (thermalPopulation x n)))
      (oscillatorEntropy x) := by
  have hq : Real.exp (-x) < 1 := Real.exp_lt_one_iff.mpr (neg_lt_zero.mpr hx)
  have hq0 : 0 < Real.exp (-x) := Real.exp_pos _
  have h2 : 1 - Real.exp (-x) ≠ 0 := (sub_pos.mpr hq).ne'
  have hg := hasSum_geometric_of_lt_one hq0.le hq
  have hn := hasSum_coe_mul_geometric_of_norm_lt_one
    (show ‖Real.exp (-x)‖ < 1 by rwa [Real.norm_of_nonneg hq0.le])
  -- energy part minus normalisation part
  have key := (hn.mul_left ((1 - Real.exp (-x)) * x)).sub
    (hg.mul_left ((1 - Real.exp (-x)) * Real.log (1 - Real.exp (-x))))
  have hf : ∀ n : ℕ, -(thermalPopulation x n * Real.log (thermalPopulation x n))
      = (1 - Real.exp (-x)) * x * (n * Real.exp (-x) ^ n)
        - (1 - Real.exp (-x)) * Real.log (1 - Real.exp (-x)) * Real.exp (-x) ^ n := by
    intro n
    rw [thermalPopulation, Real.log_mul h2 (pow_pos hq0 n).ne', Real.log_pow, Real.log_exp]
    ring
  have hs : oscillatorEntropy x
      = (1 - Real.exp (-x)) * x * (Real.exp (-x) / (1 - Real.exp (-x)) ^ 2)
        - (1 - Real.exp (-x)) * Real.log (1 - Real.exp (-x)) * (1 - Real.exp (-x))⁻¹ := by
    rw [oscillatorEntropy, div_eq_mul_one_div x, ← bose_occupation hx]
    field_simp
  rw [hs, funext hf]
  exact key

/-- Slope of the oscillator entropy in the reduced frequency. -/
theorem hasDerivAt_oscillatorEntropy {x : ℝ} (hx : 0 < x) :
    HasDerivAt oscillatorEntropy (-(x / (2 * Real.cosh x - 2))) x := by
  have h1 : Real.exp x - 1 ≠ 0 := (sub_pos.mpr (Real.one_lt_exp_iff.mpr hx)).ne'
  have h2 : 1 - Real.exp (-x) ≠ 0 :=
    (sub_pos.mpr (Real.exp_lt_one_iff.mpr (neg_lt_zero.mpr hx))).ne'
  have d1 : HasDerivAt (fun y => Real.exp y - 1) (Real.exp x) x :=
    (Real.hasDerivAt_exp x).sub_const 1
  have d2 : HasDerivAt (fun y => 1 - Real.exp (-y)) (Real.exp (-x)) x :=
    ((hasDerivAt_neg' x).exp.const_sub 1).congr_deriv (by ring)
  have h : HasDerivAt oscillatorEntropy
      ((1 * (Real.exp x - 1) - x * Real.exp x) / (Real.exp x - 1) ^ 2
        - Real.exp (-x) / (1 - Real.exp (-x))) x :=
    ((hasDerivAt_id' x).fun_div d1 h1).fun_sub (d2.log h2)
  have hc : 2 * Real.cosh x - 2 = (Real.exp x - 1) ^ 2 / Real.exp x := by
    rw [Real.cosh_eq, Real.exp_neg]
    field_simp
    ring
  refine h.congr_deriv ?_
  rw [bose_occupation hx, hc]
  field_simp
  ring

/-- Slope of Schlitter's entropy in the reduced frequency. -/
theorem hasDerivAt_schlitterEntropy {x : ℝ} (hx : 0 < x) :
    HasDerivAt schlitterEntropy
      (-(Real.exp 1 ^ 2 / (x * (x ^ 2 + Real.exp 1 ^ 2)))) x := by
  have hx2 : x ^ 2 ≠ 0 := by positivity
  have hs : x ^ 2 + Real.exp 1 ^ 2 ≠ 0 := by positivity
  have hp : HasDerivAt (fun y : ℝ => y ^ 2) (2 * x) x := by simpa using hasDerivAt_pow 2 x
  have h : HasDerivAt schlitterEntropy
      (1 / 2 * ((0 * x ^ 2 - Real.exp 1 ^ 2 * (2 * x)) / (x ^ 2) ^ 2
        / (1 + Real.exp 1 ^ 2 / x ^ 2))) x :=
    ((((hasDerivAt_const x (Real.exp 1 ^ 2)).fun_div hp hx2).const_add 1).log
      (by positivity)).const_mul (1 / 2)
  refine h.congr_deriv ?_
  rw [show 1 + Real.exp 1 ^ 2 / x ^ 2 = (x ^ 2 + Real.exp 1 ^ 2) / x ^ 2 by
    rw [add_div, div_self hx2]]
  field_simp
  ring

/-- The ratio `(2 cosh x - 2 - x²)/x⁴` does not decrease with `x > 0`
(written without denominators). -/
theorem cosh_remainder_mono {x y : ℝ} (hx : 0 < x) (hxy : x ≤ y) :
    (2 * Real.cosh x - 2 - x ^ 2) * y ^ 4 ≤ (2 * Real.cosh y - 2 - y ^ 2) * x ^ 4 := by
  -- compare the power series term by term from fourth order on
  have sx := ((hasSum_nat_add_iff' 2).mpr (Real.hasSum_cosh x)).mul_right (y ^ 4)
  have sy := ((hasSum_nat_add_iff' 2).mpr (Real.hasSum_cosh y)).mul_right (x ^ 4)
  have h := hasSum_le (fun n => by
    have e : x ^ (2 * n) ≤ y ^ (2 * n) := pow_le_pow_left₀ hx.le hxy _
    rw [div_mul_eq_mul_div, div_mul_eq_mul_div]
    gcongr ?_ / _
    calc x ^ (2 * (n + 2)) * y ^ 4 = x ^ (2 * n) * (x ^ 4 * y ^ 4) := by ring
      _ ≤ y ^ (2 * n) * (x ^ 4 * y ^ 4) := by gcongr
      _ = y ^ (2 * (n + 2)) * x ^ 4 := by ring) sx sy
  norm_num [Finset.sum_range_succ, Nat.factorial] at h
  linarith

/-- In the classical limit `x → 0⁺` Schlitter's entropy and the quantum entropy agree. -/
theorem schlitterGap_tendsto_classical : Tendsto schlitterGap (𝓝[>] 0) (𝓝 0) := by
  have hr : Tendsto (fun x : ℝ => x⁻¹ * (Real.exp x - 1)) (𝓝[>] 0) (𝓝 1) := by
    simpa using (Real.hasDerivAt_exp 0).tendsto_slope_zero_right
  have hx : Tendsto (fun x : ℝ => x) (𝓝[>] 0) (𝓝 0) :=
    tendsto_id.mono_left nhdsWithin_le_nhds
  have hl := (((hx.pow 2).add_const (Real.exp 1 ^ 2)).log (by positivity)).const_mul (1 / 2)
  have key := ((hl.sub (hr.inv₀ one_ne_zero)).add (hr.log one_ne_zero)).sub hx
  have h0 : 1 / 2 * Real.log (0 ^ 2 + Real.exp 1 ^ 2) - 1⁻¹ + Real.log 1 - 0 = 0 := by
    rw [zero_pow two_ne_zero, zero_add, Real.log_pow, Real.log_exp, Real.log_one]
    norm_num
  rw [h0] at key
  refine key.congr' ?_
  filter_upwards [self_mem_nhdsWithin] with x hx'
  have hx0 : 0 < x := hx'
  have h1 : Real.exp x - 1 ≠ 0 := (sub_pos.mpr (Real.one_lt_exp_iff.mpr hx0)).ne'
  have a1 : Real.log (1 + Real.exp 1 ^ 2 / x ^ 2)
      = Real.log (x ^ 2 + Real.exp 1 ^ 2) - 2 * Real.log x := by
    rw [show 1 + Real.exp 1 ^ 2 / x ^ 2 = (x ^ 2 + Real.exp 1 ^ 2) / x ^ 2 by
      rw [add_div, div_self (by positivity)],
      Real.log_div (by positivity) (by positivity), Real.log_pow]
    norm_num
  have a2 : Real.log (1 - Real.exp (-x)) = Real.log (Real.exp x - 1) - x := by
    rw [show 1 - Real.exp (-x) = (Real.exp x - 1) / Real.exp x by
      rw [sub_div, div_self (Real.exp_pos x).ne', Real.exp_neg, one_div],
      Real.log_div h1 (Real.exp_pos x).ne', Real.log_exp]
  simp only [schlitterGap, schlitterEntropy, oscillatorEntropy]
  rw [a1, a2, Real.log_mul (inv_ne_zero hx0.ne') h1, Real.log_inv, mul_inv, inv_inv]
  ring

/-- The gap also closes in the deep quantum limit `x → ∞`. -/
theorem schlitterGap_tendsto_quantum : Tendsto schlitterGap atTop (𝓝 0) := by
  have h1 : Tendsto (fun x : ℝ => 1 - Real.exp (-x)) atTop (𝓝 1) := by
    simpa using Real.tendsto_exp_neg_atTop_nhds_zero.const_sub 1
  have hxe : Tendsto (fun x : ℝ => x * Real.exp (-x)) atTop (𝓝 0) := by
    simpa using Real.tendsto_pow_mul_exp_neg_atTop_nhds_zero 1
  have hd : Tendsto (fun x : ℝ => Real.exp 1 ^ 2 / x ^ 2) atTop (𝓝 0) :=
    (tendsto_pow_atTop two_ne_zero).const_div_atTop _
  have key := (((hd.const_add 1).log (by norm_num)).const_mul (1 / 2)).sub
    ((hxe.div h1 one_ne_zero).sub (h1.log one_ne_zero))
  have h0 : 1 / 2 * Real.log (1 + 0) - (0 / 1 - Real.log 1) = 0 := by simp
  rw [h0] at key
  refine key.congr' ?_
  filter_upwards [eventually_gt_atTop 0] with x hx
  simp only [schlitterGap, schlitterEntropy, oscillatorEntropy, Pi.div_apply]
  rw [mul_div_assoc, bose_occupation hx, mul_one_div]

/-- **Schlitter bound**: at every reduced frequency `x = ħω/kT > 0` the quantum oscillator
entropy is at most `½ ln(1 + e²/x²)`. -/
theorem schlitter_bound {x : ℝ} (hx : 0 < x) : oscillatorEntropy x ≤ schlitterEntropy x := by
  have hd : ∀ z, 0 < z → HasDerivAt schlitterGap (z / (2 * Real.cosh z - 2)
      - Real.exp 1 ^ 2 / (z * (z ^ 2 + Real.exp 1 ^ 2))) z := fun z hz =>
    ((hasDerivAt_schlitterEntropy hz).fun_sub (hasDerivAt_oscillatorEntropy hz)).congr_deriv
      (by ring)
  have hc : ∀ z : ℝ, 0 < z → 0 < 2 * Real.cosh z - 2 := fun z hz => by
    linarith [Real.one_lt_cosh.mpr hz.ne']
  have hb : 0 < Real.exp 1 ^ 2 := by positivity
  suffices h : 0 ≤ schlitterGap x from sub_nonneg.mp h
  rcases le_total (Real.exp 1 ^ 2 * (2 * Real.cosh x - 2 - x ^ 2)) (x ^ 4) with h | h
  · -- the gap has been growing since the classical limit
    have mono : MonotoneOn schlitterGap (Set.Ioc 0 x) := by
      refine monotoneOn_of_deriv_nonneg (convex_Ioc 0 x)
        (fun z hz => (hd z hz.1).continuousAt.continuousWithinAt)
        (fun z hz => (hd z (interior_subset hz).1).differentiableAt.differentiableWithinAt) ?_
      intro z hz
      obtain ⟨hz0, hzx⟩ := interior_subset hz
      have m := mul_le_mul_of_nonneg_left (cosh_remainder_mono hz0 hzx) hb.le
      have m' := mul_le_mul_of_nonneg_right h (pow_pos hz0 4).le
      have g : Real.exp 1 ^ 2 * (2 * Real.cosh z - 2 - z ^ 2) ≤ z ^ 4 :=
        le_of_mul_le_mul_right (by linarith) (pow_pos hx 4)
      rw [(hd z hz0).deriv, sub_nonneg, div_le_div_iff₀ (by positivity) (hc z hz0)]
      linarith
    refine le_of_tendsto schlitterGap_tendsto_classical ?_
    filter_upwards [Ioc_mem_nhdsGT hx] with y hy
    exact mono hy ⟨hx, le_rfl⟩ hy.2
  · -- the gap shrinks from here on towards its limit zero
    have anti : AntitoneOn schlitterGap (Set.Ici x) := by
      refine antitoneOn_of_deriv_nonpos (convex_Ici x)
        (fun z hz => (hd z (hx.trans_le hz)).continuousAt.continuousWithinAt)
        (fun z hz => (hd z (hx.trans_le
          (interior_subset hz))).differentiableAt.differentiableWithinAt) ?_
      intro z hz
      have hxz : x ≤ z := interior_subset hz
      have hz0 : 0 < z := hx.trans_le hxz
      have m := mul_le_mul_of_nonneg_left (cosh_remainder_mono hx hxz) hb.le
      have m' := mul_le_mul_of_nonneg_right h (pow_pos hz0 4).le
      have g : z ^ 4 ≤ Real.exp 1 ^ 2 * (2 * Real.cosh z - 2 - z ^ 2) :=
        le_of_mul_le_mul_right (by linarith) (pow_pos hx 4)
      rw [(hd z hz0).deriv, sub_nonpos, div_le_div_iff₀ (hc z hz0) (by positivity)]
      linarith
    refine le_of_tendsto schlitterGap_tendsto_quantum ?_
    filter_upwards [eventually_ge_atTop x] with y hy
    exact anti Set.self_mem_Ici hy hy

/-- Schlitter's determinant formula, evaluated with the classical covariance matrix, bounds
the total quantum entropy of a set of harmonic normal modes from above. -/
theorem schlitter_determinant_bound {n : Type*} [Fintype n] [DecidableEq n]
    {hbar kT : ℝ} (hh : 0 < hbar) (hT : 0 < kT) {ω : n → ℝ} (hω : ∀ i, 0 < ω i)
    {U : Matrix n n ℝ} (hU : U * Uᵀ = 1) :
    ∑ i, oscillatorEntropy (hbar * ω i / kT) ≤ 1 / 2 * Real.log
      (1 + (kT * Real.exp 1 ^ 2 / hbar ^ 2) • thermalCovariance kT ω U).det := by
  have hD : Matrix.diagonal (fun i => 1 + Real.exp 1 ^ 2 / (hbar * ω i / kT) ^ 2)
      = 1 + (kT * Real.exp 1 ^ 2 / hbar ^ 2) •
        Matrix.diagonal (fun i => kT / ω i ^ 2) := by
    ext i j
    rcases eq_or_ne i j with rfl | hij
    · have := (hω i).ne'
      simp only [Matrix.add_apply, Matrix.smul_apply, Matrix.one_apply_eq,
        Matrix.diagonal_apply_eq, smul_eq_mul]
      field_simp
    · simp [hij]
  -- pass to normal modes
  have hM : 1 + (kT * Real.exp 1 ^ 2 / hbar ^ 2) • thermalCovariance kT ω U
      = U * Matrix.diagonal (fun i => 1 + Real.exp 1 ^ 2 / (hbar * ω i / kT) ^ 2) * Uᵀ := by
    rw [hD, thermalCovariance, Matrix.mul_add, Matrix.add_mul, Matrix.mul_one, hU,
      Matrix.mul_smul, Matrix.smul_mul]
  have hdet : U.det * U.det = 1 := by
    have := congrArg Matrix.det hU
    rwa [Matrix.det_mul, Matrix.det_transpose, Matrix.det_one] at this
  rw [hM, Matrix.det_mul, Matrix.det_mul, Matrix.det_transpose, mul_right_comm, hdet, one_mul,
    Matrix.det_diagonal, Real.log_prod, Finset.mul_sum]
  · exact Finset.sum_le_sum fun i _ => schlitter_bound (div_pos (mul_pos hh (hω i)) hT)
  · intro i _
    positivity

end

end SchlitterBound
```

```lean
#print axioms SchlitterBound.hasSum_gibbs_entropy
#print axioms SchlitterBound.schlitter_determinant_bound
```

```
'SchlitterBound.hasSum_gibbs_entropy' depends on axioms: [propext, Classical.choice, Quot.sound]
'SchlitterBound.schlitter_determinant_bound' depends on axioms: [propext, Classical.choice, Quot.sound]
```

## How the Lean proof follows the calculation

`bose_occupation` is the identity $q/(1-q)=1/(e^x-1)$. In `hasSum_gibbs_entropy`, `key` combines the two geometric sums, `hf` rewrites each term and `hs` identifies the total. The two `hasDerivAt` theorems apply the differentiation rules and then simplify the result to the slopes above.

`cosh_remainder_mono` states the monotonicity of $R$ without denominators. `hasSum_nat_add_iff'` removes the first two terms of the cosh series, and `hasSum_le` compares the remaining terms one by one.

For the limit at zero, `hr` obtains $(e^x-1)/x\to1$ from the derivative of the exponential at $0$. In both limit theorems, `key` holds the limit of a rearranged expression, and `congr'` transfers it to $G$ where the two agree.

In `schlitter_bound`, `hd` is the formula for $G'$ and `le_total` splits the cases $e^2R(x)\le1$ and $e^2R(x)\ge1$. In each case `m` and `m'` carry the inequality from $x$ to $z$, and `g` cancels the factor $x^4$. The sign of the derivative then gives `mono` or `anti`, and `le_of_tendsto` compares $G(x)$ with the limit.

In `schlitter_determinant_bound`, `hD` and `hM` diagonalise the matrix and `hdet` supplies $(\det U)^2=1$. `Real.log_prod` turns the logarithm of the product into a sum, and `Finset.sum_le_sum` applies the one-mode bound to each term.
